# An invertible projector matrix admits a Hermitian pseudopotential exactly when it is Hermitian

A pseudopotential generator that uses several projectors per angular momentum channel takes pseudo orbitals p_j at reference energies ε_j and computes what the nonlocal potential V must do to each of them. Without an overlap operator this is V p_j = x_j with x_j = ε_j p_j − T p_j, where T contains the kinetic energy and the local potential. The program then forms the matrix B_ij = ⟨p_i, x_j⟩ and inverts it to obtain the coefficients of V. If B is invertible, the potential Σ_ij |x_i⟩ C_ij ⟨x_j|, with C the inverse of the conjugate transpose of B, has the required action, but it is Hermitian only if B is.

For vectors in ℂⁿ and invertible B, a Hermitian V with V p_j = x_j for all j exists if and only if B is Hermitian.

## From the prescribed action to the condition on B

Let P and X be the matrices with columns p_j and x_j, and let ᴴ denote the conjugate transpose. The requirement on V and the definition of B become

V P = X,  B = Pᴴ X.

If V is Hermitian and V P = X, then B = Pᴴ V P, and therefore

Bᴴ = Pᴴ Vᴴ P = Pᴴ V P = B.

This direction does not use the invertibility of B.

For the converse, try a separable potential built on the targets, V = X C Xᴴ, that is, V = Σ_ij |x_i⟩ C_ij ⟨x_j|. Since Xᴴ P = Bᴴ,

V P = X C Bᴴ.

If this equals X, multiplication by Pᴴ from the left gives B C Bᴴ = B, and cancelling B leaves C Bᴴ = 1. Conversely, C Bᴴ = 1 gives V P = X. The coefficients are therefore forced:

C = (Bᴴ)⁻¹.

When B is Hermitian, C = B⁻¹ is Hermitian too, so Vᴴ = X Cᴴ Xᴴ = V, and the required potential has been found.

With a single orbital, B is the number b = ⟨p, x⟩. If b ≠ 0, the condition is that b be real, and the potential is V = |x⟩⟨x| / b, the familiar one-projector form.

Codes often store the dual projectors β_i = Σ_j x_j (B⁻¹)_ji, which satisfy ⟨β_i, p_j⟩ = δ_ij, and write V = Σ_ij |β_i⟩ B_ij ⟨β_j|. This is the same operator, X (Bᴴ)⁻¹ Xᴴ. The size of B − Bᴴ is thus a direct check on the input orbitals. Replacing a non-Hermitian B by its Hermitian part before computing C makes V Hermitian, but V then no longer sends every p_j to x_j.

## Energy differences and generalized overlaps

With an overlap operator S, the pseudo orbitals should satisfy

(T + V) p_j = ε_j S p_j,

so the targets are x_j = ε_j S p_j − T p_j. Let T and S be Hermitian and the energies real. Then

B_ij = ε_j ⟨p_i, S p_j⟩ − ⟨p_i, T p_j⟩,

conj B_ji = ε_i ⟨p_i, S p_j⟩ − ⟨p_i, T p_j⟩,

and subtraction gives

B_ij − conj B_ji = (ε_j − ε_i) ⟨p_i, S p_j⟩.

Hence B is Hermitian exactly when ⟨p_i, S p_j⟩ = 0 for every pair with ε_i ≠ ε_j. For invertible B, this is the condition for a Hermitian V to exist. Orbitals of equal energy are unconstrained, as is the generalized norm of each single orbital.

In pseudopotential generation, norm conservation means that pseudo and all-electron orbitals carry equal charge inside a core radius. There T is restricted to a sphere and produces surface terms, and a difference of pseudo and all-electron overlaps takes the place of ⟨p_i, S p_j⟩. The finite-dimensional model has a Hermitian T and no surface, so its condition is orthogonality with respect to S.

## Orbitals, targets and potentials in Lean

The type `n` labels the components of a vector, for instance grid points or functions of an orthonormal basis, and is finite. The type `m` labels the orbitals.

```lean
import Mathlib

open Matrix

namespace MultiProjectorPotential

noncomputable section

variable {m n : Type*} [Fintype n]
```

A family of orbitals is a function `p : m → n → ℂ`, and `columns p` is the matrix P.

```lean
/-- The matrix whose columns are the given orbitals. -/
def columns (p : m → n → ℂ) : Matrix n m ℂ := Matrix.of fun a j => p j a
```

The inner product is the standard one on ℂⁿ, conjugate-linear in its first argument. Quadrature weights or a non-orthogonal basis would have to be absorbed into the vectors first.

```lean
/-- The projector matrix `B i j = ⟨p i, x j⟩` of pseudo orbitals `p` and target vectors `x`. -/
def projectorMatrix (p x : m → n → ℂ) : Matrix m m ℂ :=
  Matrix.of fun i j => star (p i) ⬝ᵥ x j
```

The separable potential is X C Xᴴ, with no condition yet on `C`.

```lean
/-- The separable potential `∑ i j, |x i⟩ C i j ⟨x j|` with coefficient matrix `C`. -/
def separablePotential [Fintype m] (x : m → n → ℂ) (C : Matrix m m ℂ) : Matrix n n ℂ :=
  columns x * C * (columns x)ᴴ
```

The targets of the generalized eigenproblem are defined for arbitrary matrices `T` and `S`. The energies are real by their type, and the theorems that use these targets add the Hermiticity of `T` and `S`.

```lean
/-- The target vectors `x j = ε j S p j - T p j` for matrices `T` and `S` and energies `ε`. -/
def residual (T S : Matrix n n ℂ) (ε : m → ℝ) (p : m → n → ℂ) (j : m) : n → ℂ :=
  (ε j : ℂ) • (S *ᵥ p j) - T *ᵥ p j
```

## Hermiticity of B as a necessary condition

Two translations come first. The entrywise definition of B agrees with Pᴴ X, and the vector equations V p_j = x_j amount to the single matrix equation V P = X.

```lean
/-- The projector matrix is the product of the adjoint orbital matrix and the target matrix. -/
theorem projectorMatrix_eq (p x : m → n → ℂ) :
    projectorMatrix p x = (columns p)ᴴ * columns x := by
  ext i j
  simp [projectorMatrix, columns, Matrix.mul_apply, dotProduct]

/-- A potential sends each orbital to its target exactly when the corresponding matrix equation
holds. -/
theorem maps_iff (V : Matrix n n ℂ) (p x : m → n → ℂ) :
    (∀ j, V *ᵥ p j = x j) ↔ V * columns p = columns x := by
  constructor
  · intro h
    ext a j
    simpa [columns, Matrix.mul_apply, Matrix.mulVec, dotProduct] using congrFun (h j) a
  · intro h j
    ext a
    simpa [columns, Matrix.mul_apply, Matrix.mulVec, dotProduct] using congrFun (congrFun h a) j
```

The necessary condition then follows as in the derivation: the proof replaces X by V P and simplifies the adjoint of Pᴴ V P using `hV.eq`, which says Vᴴ = V.

```lean
/-- If a Hermitian potential sends every pseudo orbital to its target, the projector matrix is
Hermitian. -/
theorem isHermitian_of_maps {V : Matrix n n ℂ} {p x : m → n → ℂ} (hV : V.IsHermitian)
    (h : ∀ j, V *ᵥ p j = x j) : (projectorMatrix p x).IsHermitian := by
  rw [maps_iff] at h
  -- here `B = Pᴴ V P`
  rw [Matrix.IsHermitian, projectorMatrix_eq, ← h]
  simp only [conjTranspose_mul, conjTranspose_conjTranspose, hV.eq, Matrix.mul_assoc]
```

## Forced coefficients and the existence criterion

From here on the set of orbitals is finite, and `hB` says that the determinant of B is invertible, which for complex numbers means nonzero. Physically, no nontrivial combination of the targets may be orthogonal to all pseudo orbitals. The condition fails, for example, if some p_j already solves its equation without V, because then x_j = 0.

In the proof, `hadj` is the identity Xᴴ P = Bᴴ, `h1` is B C Bᴴ = B, and `h3` is C Bᴴ = 1 after cancelling B.

```lean
variable [Fintype m] [DecidableEq m]

/-- For invertible `B`, a separable potential built on the targets sends every pseudo orbital to
its target exactly when its coefficient matrix is the inverse of the adjoint of `B`. -/
theorem separable_maps_iff {p x : m → n → ℂ} (hB : IsUnit (projectorMatrix p x).det)
    (C : Matrix m m ℂ) :
    (∀ j, separablePotential x C *ᵥ p j = x j) ↔ C = ((projectorMatrix p x)ᴴ)⁻¹ := by
  have hadj : (columns x)ᴴ * columns p = (projectorMatrix p x)ᴴ := by
    rw [projectorMatrix_eq, conjTranspose_mul, conjTranspose_conjTranspose]
  have hB' : IsUnit ((projectorMatrix p x)ᴴ).det := by
    rw [det_conjTranspose]
    exact hB.star
  rw [maps_iff, separablePotential, Matrix.mul_assoc, hadj, Matrix.mul_assoc]
  constructor
  · intro h
    -- project on the pseudo orbitals and cancel `B`
    have h1 : projectorMatrix p x * (C * (projectorMatrix p x)ᴴ) = projectorMatrix p x := by
      have h2 := congrArg (fun M => (columns p)ᴴ * M) h
      simp only [← Matrix.mul_assoc] at h2
      rw [← projectorMatrix_eq] at h2
      rw [← Matrix.mul_assoc]
      exact h2
    have h3 : C * (projectorMatrix p x)ᴴ = 1 := by
      calc C * (projectorMatrix p x)ᴴ
          = (projectorMatrix p x)⁻¹ * (projectorMatrix p x * (C * (projectorMatrix p x)ᴴ)) := by
            rw [← Matrix.mul_assoc, Matrix.nonsing_inv_mul _ hB, Matrix.one_mul]
        _ = 1 := by rw [h1, Matrix.nonsing_inv_mul _ hB]
    exact (Matrix.inv_eq_left_inv h3).symm
  · intro h
    rw [h, Matrix.nonsing_inv_mul _ hB', Matrix.mul_one]
```

The criterion quantifies over all Hermitian matrices V, not only separable ones. Its forward direction is the necessary condition above. Its reverse direction supplies the separable potential with coefficients B⁻¹, proves it Hermitian, and obtains its action from `separable_maps_iff`. Nothing is said about uniqueness of V, whose action outside the span of the p_j is only partly fixed.

```lean
/-- For invertible `B`, a Hermitian potential sending every pseudo orbital to its target exists
if and only if `B` is Hermitian. -/
theorem exists_hermitian_potential_iff {p x : m → n → ℂ}
    (hB : IsUnit (projectorMatrix p x).det) :
    (∃ V : Matrix n n ℂ, V.IsHermitian ∧ ∀ j, V *ᵥ p j = x j) ↔
      (projectorMatrix p x).IsHermitian := by
  constructor
  · rintro ⟨V, hV, h⟩
    exact isHermitian_of_maps hV h
  · intro hH
    -- the separable potential with coefficients `B⁻¹`
    refine ⟨separablePotential x (projectorMatrix p x)⁻¹, ?_, ?_⟩
    · rw [Matrix.IsHermitian, separablePotential]
      simp only [conjTranspose_mul, conjTranspose_conjTranspose, conjTranspose_nonsing_inv,
        hH.eq, Matrix.mul_assoc]
    · rw [separable_maps_iff hB, hH.eq]
```

## S-orthogonality as the condition for a Hermitian V

The next theorem is the identity for B_ij − conj B_ji. The facts `h1` and `h2` are the Hermitian symmetry of the matrix elements of S and T. They come from `isHermitian_of_maps`, applied with S p_k and T p_k as targets. The fact `h3` says that a real energy equals its conjugate, and `ring` collects the terms.

```lean
omit [Fintype m] [DecidableEq m] in
/-- For Hermitian `T` and `S`, the anti-Hermitian defect of the projector matrix is the energy
difference times the generalized overlap of the two orbitals. -/
theorem projectorMatrix_defect {T S : Matrix n n ℂ} (hT : T.IsHermitian) (hS : S.IsHermitian)
    (ε : m → ℝ) (p : m → n → ℂ) (i j : m) :
    projectorMatrix p (residual T S ε p) i j - star (projectorMatrix p (residual T S ε p) j i) =
      ((ε j : ℂ) - (ε i : ℂ)) * (star (p i) ⬝ᵥ (S *ᵥ p j)) := by
  have h1 : star (star (p j) ⬝ᵥ (S *ᵥ p i)) = star (p i) ⬝ᵥ (S *ᵥ p j) :=
    (isHermitian_of_maps (p := p) (x := fun k => S *ᵥ p k) hS (fun _ => rfl)).apply i j
  have h2 : star (star (p j) ⬝ᵥ (T *ᵥ p i)) = star (p i) ⬝ᵥ (T *ᵥ p j) :=
    (isHermitian_of_maps (p := p) (x := fun k => T *ᵥ p k) hT (fun _ => rfl)).apply i j
  have h3 : star (ε i : ℂ) = (ε i : ℂ) := Complex.conj_ofReal _
  simp only [projectorMatrix, residual, Matrix.of_apply, dotProduct_sub, dotProduct_smul,
    smul_eq_mul, star_sub, star_mul', h1, h2, h3]
  ring
```

In the final criterion, `key` moves T p_j to the other side, turning the eigenproblem into a prescribed action of V. The existence criterion replaces the search for V by the Hermiticity of B. In one direction the identity is divided by the nonzero energy difference; in the other, the cases of equal and different energies both make its right-hand side vanish.

For electronic structure, this gives a consistency test for non-interacting reference equations in a finite basis with a fixed Hermitian S. The matrix `S` need not be positive, and it is given in advance, whereas an ultrasoft construction builds it from projectors and augmentation charges. The theorem also does not address transferability to other energies or the absence of ghost states. Its Lean name recalls the norm-conservation condition of pseudopotential generation, but no norms are compared here: only overlaps between orbitals of different energy enter.

```lean
/-- For Hermitian `T` and `S` and an invertible projector matrix, a Hermitian `V` with `(T + V) p j
= ε j S p j` for all `j` exists if and only if orbitals of different energy have vanishing
generalized overlap. -/
theorem generalized_norm_conservation {T S : Matrix n n ℂ} (hT : T.IsHermitian)
    (hS : S.IsHermitian) (ε : m → ℝ) (p : m → n → ℂ)
    (hB : IsUnit (projectorMatrix p (residual T S ε p)).det) :
    (∃ V : Matrix n n ℂ, V.IsHermitian ∧ ∀ j, (T + V) *ᵥ p j = (ε j : ℂ) • (S *ᵥ p j)) ↔
      ∀ i j, ε i ≠ ε j → star (p i) ⬝ᵥ (S *ᵥ p j) = 0 := by
  have key : ∀ V : Matrix n n ℂ, (∀ j, (T + V) *ᵥ p j = (ε j : ℂ) • (S *ᵥ p j)) ↔
      ∀ j, V *ᵥ p j = residual T S ε p j := fun V => forall_congr' fun j => by
    rw [residual, Matrix.add_mulVec, eq_sub_iff_add_eq']
  simp only [key]
  rw [exists_hermitian_potential_iff hB]
  constructor
  · intro hH i j hne
    have h := projectorMatrix_defect hT hS ε p i j
    rw [hH.apply i j, sub_self] at h
    have hε : (ε j : ℂ) - (ε i : ℂ) ≠ 0 := sub_ne_zero.mpr (by exact_mod_cast hne.symm)
    exact (mul_eq_zero.mp h.symm).resolve_left hε
  · intro hO
    refine Matrix.IsHermitian.ext fun i j => ?_
    have h := projectorMatrix_defect hT hS ε p i j
    by_cases he : ε i = ε j
    · rw [he, sub_self, zero_mul] at h
      exact (sub_eq_zero.mp h).symm
    · rw [hO i j he, mul_zero] at h
      exact (sub_eq_zero.mp h).symm
```

## A Hermitian but singular B without any potential

If invertibility is dropped, a Hermitian B may belong to an impossible problem. In ℂ², take p_0 = p_1 = (1, 0), with targets x_0 = (0, 1) and x_1 = (0, 0). Every entry of B is zero, so B is Hermitian, yet one vector would need two different images. The proof chains the two requirements into (0, 1) = (0, 0) and compares the second components. No matrix V works, Hermitian or not. The targets are chosen for the algebra and do not come from a physical overlap operator: for x_j = ε_j S p_j − T p_j with positive definite S, the difference x_0 − x_1 = (ε_0 − ε_1) S p_0 is orthogonal to p_0 only if it vanishes.

```lean
/-- In `ℂ²`, the orbitals `(1, 0)` and `(1, 0)` with targets `(0, 1)` and `(0, 0)` have a Hermitian
projector matrix, yet no matrix sends both orbitals to their targets. -/
theorem hermitian_not_sufficient :
    (projectorMatrix ![![1, 0], ![1, 0]] ![![0, 1], ![0, 0]] :
      Matrix (Fin 2) (Fin 2) ℂ).IsHermitian ∧
    ¬ ∃ V : Matrix (Fin 2) (Fin 2) ℂ, ∀ j : Fin 2,
      V *ᵥ (![![1, 0], ![1, 0]] : Fin 2 → Fin 2 → ℂ) j =
        (![![0, 1], ![0, 0]] : Fin 2 → Fin 2 → ℂ) j := by
  constructor
  · ext i j
    fin_cases i <;> fin_cases j <;>
      simp [projectorMatrix, dotProduct, Fin.sum_univ_succ]
  · rintro ⟨V, h⟩
    -- the same orbital would need two different images
    have h1 : (![0, 1] : Fin 2 → ℂ) = ![0, 0] := (h 0).symm.trans (h 1)
    have h2 := congrFun h1 1
    simp at h2

end

end MultiProjectorPotential
```

The obstruction here is the linear dependence of the orbitals. A singular B can also be harmless: for the single orbital p = (1, 0) with target x = (0, 1), B is zero, and the Hermitian matrix that exchanges the two components sends p to x.

```lean
#print axioms MultiProjectorPotential.isHermitian_of_maps
#print axioms MultiProjectorPotential.generalized_norm_conservation
#print axioms MultiProjectorPotential.hermitian_not_sufficient
```

```
'MultiProjectorPotential.isHermitian_of_maps' depends on axioms: [propext, Classical.choice, Quot.sound]
'MultiProjectorPotential.generalized_norm_conservation' depends on axioms: [propext, Classical.choice, Quot.sound]
'MultiProjectorPotential.hermitian_not_sufficient' depends on axioms: [propext, Classical.choice, Quot.sound]
```
